# A Hellmann–Feynman formula for the frequencies of normalised magnon modes

## How a magnon frequency responds to a coupling

The magnon frequencies of an ordered magnet shift when an exchange constant, an anisotropy or an applied field changes. A gradient-based fit of such parameters to a measured magnon spectrum uses the rate of that shift. In linear spin-wave theory, at fixed wavevector and with $\hbar=1$, a mode $x$ of frequency $w$ (usually written $\omega$) solves

$$Hx = w\,\eta x .$$

Here $H$ is the Hermitian matrix of the quadratic boson Hamiltonian. The metric $\eta$ comes from the boson commutators and typically has diagonal entries $+1$ and $-1$. Let $H$ depend on a real parameter $t$. Is the mode at one value $t_0$ enough to find $w'(t_0)$, or must the change of the mode vector be computed too?

## The derivative needs only the mode at one parameter value

Write $\langle x,y\rangle=\sum_i \overline{x_i}\,y_i$. Suppose that

- $\eta$ and $H(t_0)$ are Hermitian, and $\eta$ does not depend on $t$;
- every entry of $H$ is differentiable at $t_0$, with derivatives forming the matrix $H'$;
- $H(t)x(t)=w(t)\,\eta x(t)$ with real $w(t)$ for all $t$ near $t_0$;
- $x$ is continuous at $t_0$, and $\langle x(t_0),\eta x(t_0)\rangle=1$.

Then $w$ is differentiable at $t_0$ and

$$w'(t_0)=\langle x(t_0),H'x(t_0)\rangle ,$$

which is a real number. Neither $x$ nor $w$ is assumed differentiable. With $\eta$ equal to the identity, this is the familiar formula for an eigenvalue of a Hermitian matrix.

## Two modes compared at finite distance

Let $H_0x_0=w_0\eta x_0$ and $H_1x_1=w_1\eta x_1$, with $H_0$ and $\eta$ Hermitian and $w_0,w_1$ real. Letting $H_0$ act to the left gives

$$\langle x_0,H_0x_1\rangle=\langle H_0x_0,x_1\rangle=w_0\langle \eta x_0,x_1\rangle=w_0\langle x_0,\eta x_1\rangle .$$

Letting $H_1$ act to the right gives $\langle x_0,H_1x_1\rangle=w_1\langle x_0,\eta x_1\rangle$. Subtracting,

$$\langle x_0,(H_1-H_0)x_1\rangle=(w_1-w_0)\langle x_0,\eta x_1\rangle .$$

Now take $x_0=x(t_0)$ and $x_1=x(t)$. By continuity the overlap $\langle x_0,\eta x(t)\rangle$ tends to $\langle x_0,\eta x_0\rangle\neq0$, so it is nonzero for $t$ close to $t_0$. Dividing by it and by $t-t_0$,

$$\frac{w(t)-w(t_0)}{t-t_0}=\frac{\left\langle x_0,\dfrac{H(t)-H(t_0)}{t-t_0}\,x(t)\right\rangle}{\langle x_0,\eta x(t)\rangle}\;\longrightarrow\;\frac{\langle x_0,H'x_0\rangle}{\langle x_0,\eta x_0\rangle}.$$

For unit norm the denominator is 1. The limit is real because every quotient on the left is real.

## The two-sublattice antiferromagnet and its soft limit

Take

$$H=\begin{pmatrix}a&b\\b&a\end{pmatrix},\qquad \eta=\begin{pmatrix}1&0\\0&-1\end{pmatrix},\qquad |b|<a,\qquad w=\sqrt{a^2-b^2}.$$

Here $a$ is the on-site term, equal on both sublattices, and the real number $b$ is the boson pairing term that couples them. The vector $x=(a+w,-b)$ is a mode, since $w^2=a^2-b^2$ gives

$$Hx=(a^2-b^2+aw,\;bw)=w\,(a+w,\;b)=w\,\eta x .$$

Its metric norm is $(a+w)^2-b^2=2w(a+w)$. For the parameter $a$, $H'$ is the identity, and $\langle x,H'x\rangle=(a+w)^2+b^2=2a(a+w)$. Hence

$$\frac{\partial w}{\partial a}=\frac{2a(a+w)}{2w(a+w)}=\frac aw .$$

The normalised mode is $x/\sqrt{2w(a+w)}$, for which $\langle x,H'x\rangle$ is $a/w$ directly.

At $b=0$ the sublattices decouple, $w=a$ and the sensitivity is 1. As $|b|$ approaches a fixed $a>0$, the frequency and the metric norm of $(a+w,-b)$ both tend to zero, and the sensitivity diverges.

## Reading the Lean statement

The finite type `n` labels the boson components. `pairing A x y` is the matrix element $\langle x,Ay\rangle$, conjugate-linear in `x`; the name does not refer to the boson pairing term, which is `b` in the antiferromagnet. `IsMagnonMode H η w x` is the spin-wave equation. It admits $x=0$, which the norm condition `hN` excludes.

In `magnon_hellmann_feynman`, `H'` is a separate matrix, tied to `H` entry by entry through `hd`. The expression `∀ᶠ t in 𝓝 t₀` means "for all $t$ in some neighbourhood of $t_0$". The conclusion has two parts: `w` has the real part of the matrix element as its derivative, and the imaginary part vanishes. `hasDerivAt_frequency` is the version for any nonzero norm, so a mode of norm $-1$ acquires a minus sign.

The continuous family of modes is assumed, not constructed. It stands for following one magnon branch through the parameter change. The step left to the physicist is the identification of `H t` with the quadratic expansion of a spin Hamiltonian about its ordered state; if that state turns with $t$, `H'` must include the turning.

For non-interacting magnons described by a finite matrix, the formula supplies parameter gradients for a fit, one parameter at a time, from modes already computed, provided that their frequencies are not degenerate. At a degenerate frequency a computed mode may belong to no continuous branch, and the formula then need not give the slope of any branch.

```lean
import Mathlib

open Matrix Filter
open scoped Topology

namespace MagnonSensitivity

noncomputable section

variable {n : Type*} [Fintype n]

/-- The matrix element `⟨x, A y⟩` of a matrix `A` between two mode vectors. -/
def pairing (A : Matrix n n ℂ) (x y : n → ℂ) : ℂ := star x ⬝ᵥ (A *ᵥ y)

/-- The spin-wave equation `H x = w η x` with real frequency `w` and metric `η`. -/
def IsMagnonMode (H η : Matrix n n ℂ) (w : ℝ) (x : n → ℂ) : Prop :=
  H *ᵥ x = (w : ℂ) • (η *ᵥ x)

/-- A Hermitian matrix may act on the left vector of a matrix element instead of the right. -/
theorem pairing_left {A : Matrix n n ℂ} (hA : A.IsHermitian) (x y : n → ℂ) :
    pairing A x y = star (A *ᵥ x) ⬝ᵥ y := by
  unfold pairing
  rw [Matrix.dotProduct_mulVec, Matrix.star_mulVec, hA.eq]

/-- Exact finite-difference identity: for modes of two matrices `H₀` and `H₁` with the same
Hermitian metric, `H₀` Hermitian, the matrix element of `H₁ - H₀` between the modes is the
frequency difference times their metric overlap. -/
theorem finite_difference {H₀ H₁ η : Matrix n n ℂ} {w₀ w₁ : ℝ} {x₀ x₁ : n → ℂ}
    (hη : η.IsHermitian) (hH : H₀.IsHermitian)
    (h₀ : IsMagnonMode H₀ η w₀ x₀) (h₁ : IsMagnonMode H₁ η w₁ x₁) :
    pairing (H₁ - H₀) x₀ x₁ = ((w₁ : ℂ) - w₀) * pairing η x₀ x₁ := by
  have e₀ : H₀ *ᵥ x₀ = (w₀ : ℂ) • (η *ᵥ x₀) := h₀
  have e₁ : H₁ *ᵥ x₁ = (w₁ : ℂ) • (η *ᵥ x₁) := h₁
  -- `H₀` acts to the left, `H₁` to the right
  have a₀ : pairing H₀ x₀ x₁ = (w₀ : ℂ) * pairing η x₀ x₁ := by
    rw [pairing_left hH, e₀, star_smul, smul_dotProduct, ← pairing_left hη]
    simp
  have a₁ : pairing H₁ x₀ x₁ = (w₁ : ℂ) * pairing η x₀ x₁ := by
    unfold pairing
    rw [e₁, dotProduct_smul, smul_eq_mul]
  have hs : pairing (H₁ - H₀) x₀ x₁ = pairing H₁ x₀ x₁ - pairing H₀ x₀ x₁ := by
    unfold pairing
    rw [Matrix.sub_mulVec, dotProduct_sub]
  rw [hs, a₀, a₁]
  ring

/-- Matrix elements depend continuously on the matrix entries and on the right vector. -/
theorem tendsto_pairing {l : Filter ℝ} {M : ℝ → Matrix n n ℂ} {A : Matrix n n ℂ}
    {x : ℝ → n → ℂ} {y : n → ℂ} (z : n → ℂ)
    (hM : ∀ i j, Tendsto (fun t => M t i j) l (𝓝 (A i j))) (hx : Tendsto x l (𝓝 y)) :
    Tendsto (fun t => pairing (M t) z (x t)) l (𝓝 (pairing A z y)) := by
  simp only [pairing, dotProduct, Matrix.mulVec]
  exact tendsto_finsetSum _ fun i _ => (tendsto_finsetSum _ fun j _ =>
    (hM i j).mul (tendsto_pi_nhds.mp hx j)).const_mul _

/-- Frequency sensitivity for any nonzero metric norm: if `η` and `H(t₀)` are Hermitian, `H` is
differentiable at `t₀` and the mode vector is continuous there, then the frequency has
derivative `⟨x, H' x⟩ / ⟨x, η x⟩`. -/
theorem hasDerivAt_frequency {H : ℝ → Matrix n n ℂ} {H' η : Matrix n n ℂ}
    {x : ℝ → n → ℂ} {w : ℝ → ℝ} {t₀ : ℝ} (hη : η.IsHermitian) (hH : (H t₀).IsHermitian)
    (hd : ∀ i j, HasDerivAt (fun t => H t i j) (H' i j) t₀) (hx : ContinuousAt x t₀)
    (hmode : ∀ᶠ t in 𝓝 t₀, IsMagnonMode (H t) η (w t) (x t))
    (hN : pairing η (x t₀) (x t₀) ≠ 0) :
    HasDerivAt (fun t => (w t : ℂ))
      (pairing H' (x t₀) (x t₀) / pairing η (x t₀) (x t₀)) t₀ := by
  rw [hasDerivAt_iff_tendsto_slope]
  have hx' : Tendsto x (𝓝[≠] t₀) (𝓝 (x t₀)) := hx.tendsto.mono_left nhdsWithin_le_nhds
  have hg := tendsto_pairing (M := fun _ => η) (x t₀) (fun _ _ => tendsto_const_nhds) hx'
  -- the difference quotient of `H` tends to `H'`
  have hF := tendsto_pairing (A := H')
    (M := fun t => (((t - t₀)⁻¹ : ℝ) : ℂ) • (H t - H t₀)) (x t₀)
    (fun i j => (hasDerivAt_iff_tendsto_slope.mp (hd i j)).congr fun t => by
      simp [slope, Complex.real_smul]) hx'
  refine (hF.div hg hN).congr' ?_
  filter_upwards [nhdsWithin_le_nhds hmode, hg.eventually_ne hN] with t ht hgt
  have hs : pairing ((((t - t₀)⁻¹ : ℝ) : ℂ) • (H t - H t₀)) (x t₀) (x t)
      = (((t - t₀)⁻¹ : ℝ) : ℂ) * pairing (H t - H t₀) (x t₀) (x t) := by
    unfold pairing
    rw [Matrix.smul_mulVec, dotProduct_smul, smul_eq_mul]
  -- the finite-difference identity turns this into the quotient of `w`
  simp only [Pi.div_apply]
  rw [hs, finite_difference hη hH hmode.self_of_nhds ht, div_eq_iff hgt]
  simp only [slope, vsub_eq_sub, Complex.real_smul]
  ring

/-- A real function whose complex-valued version has derivative `z` has derivative `Re z`. -/
theorem hasDerivAt_re {w : ℝ → ℝ} {z : ℂ} {t₀ : ℝ}
    (h : HasDerivAt (fun t => (w t : ℂ)) z t₀) : HasDerivAt w z.re t₀ :=
  Complex.reCLM.hasFDerivAt.comp_hasDerivAt t₀ h

/-- Hellmann–Feynman theorem for magnons: let `η` and `H(t₀)` be Hermitian, `H` differentiable
at `t₀`, and the mode continuous there with `⟨x, η x⟩ = 1`. Then the frequency is differentiable
at `t₀` and its derivative is the real number `⟨x, H' x⟩`. -/
theorem magnon_hellmann_feynman {H : ℝ → Matrix n n ℂ} {H' η : Matrix n n ℂ}
    {x : ℝ → n → ℂ} {w : ℝ → ℝ} {t₀ : ℝ} (hη : η.IsHermitian) (hH : (H t₀).IsHermitian)
    (hd : ∀ i j, HasDerivAt (fun t => H t i j) (H' i j) t₀) (hx : ContinuousAt x t₀)
    (hmode : ∀ᶠ t in 𝓝 t₀, IsMagnonMode (H t) η (w t) (x t))
    (hN : pairing η (x t₀) (x t₀) = 1) :
    HasDerivAt w (pairing H' (x t₀) (x t₀)).re t₀ ∧ (pairing H' (x t₀) (x t₀)).im = 0 := by
  have h := hasDerivAt_frequency hη hH hd hx hmode (by rw [hN]; exact one_ne_zero)
  rw [hN, div_one] at h
  refine ⟨hasDerivAt_re h, ?_⟩
  -- the derivative of a real frequency is real
  rw [h.unique (hasDerivAt_re h).ofReal_comp]
  exact Complex.ofReal_im _


/-- Spin-wave matrix of a two-sublattice antiferromagnet: on-site term `a`, pairing term `b`. -/
def afmMatrix (a b : ℝ) : Matrix (Fin 2) (Fin 2) ℂ := !![(a : ℂ), (b : ℂ); (b : ℂ), (a : ℂ)]

/-- The bosonic metric `diag(1, -1)`. -/
def afmMetric : Matrix (Fin 2) (Fin 2) ℂ := !![1, 0; 0, -1]

/-- The antiferromagnetic magnon frequency `√(a² - b²)`, for `|b| ≤ a`. -/
def afmFreq (a b : ℝ) : ℝ := √(a ^ 2 - b ^ 2)

/-- The unnormalised mode vector `(a + w, -b)` with `w = √(a² - b²)`, for `|b| < a`. -/
def afmVector (a b : ℝ) : Fin 2 → ℂ := ![((a + afmFreq a b : ℝ) : ℂ), ((-b : ℝ) : ℂ)]

/-- For `|b| < a` the antiferromagnet has Hermitian matrix and metric, and `(a + w, -b)` is a
mode of positive frequency `w = √(a² - b²)` and metric norm `2w(a + w)`. -/
theorem afm_witness {a b : ℝ} (hab : |b| < a) :
    (afmMatrix a b).IsHermitian ∧ afmMetric.IsHermitian ∧ 0 < afmFreq a b ∧
    IsMagnonMode (afmMatrix a b) afmMetric (afmFreq a b) (afmVector a b) ∧
    pairing afmMetric (afmVector a b) (afmVector a b)
      = ((2 * afmFreq a b * (a + afmFreq a b) : ℝ) : ℂ) := by
  have hp : 0 < a ^ 2 - b ^ 2 :=
    sub_pos.mpr (sq_lt_sq.mpr (hab.trans_le (le_abs_self a)))
  have hw : afmFreq a b ^ 2 = a ^ 2 - b ^ 2 := Real.sq_sqrt hp.le
  have hc : (afmFreq a b : ℂ) ^ 2 = (a : ℂ) ^ 2 - (b : ℂ) ^ 2 := by exact_mod_cast hw
  refine ⟨Matrix.IsHermitian.ext fun i j => ?_, Matrix.IsHermitian.ext fun i j => ?_,
    Real.sqrt_pos.mpr hp, ?_, ?_⟩
  · fin_cases i <;> fin_cases j <;> simp [afmMatrix]
  · fin_cases i <;> fin_cases j <;> simp [afmMetric]
  · unfold IsMagnonMode
    ext i
    fin_cases i
    · simp [afmMatrix, afmMetric, afmVector, Matrix.mulVec, dotProduct, Fin.sum_univ_two]
      linear_combination -hc
    · simp [afmMatrix, afmMetric, afmVector, Matrix.mulVec, dotProduct, Fin.sum_univ_two]
      ring
  · simp [pairing, afmMetric, afmVector, Matrix.mulVec, dotProduct, Fin.sum_univ_two]
    linear_combination -hc

/-- For `|b| < a` the antiferromagnetic magnon frequency `w = √(a² - b²)` responds to the
on-site term with `dw/da = a / w`. -/
theorem afm_sensitivity {a b : ℝ} (hab : |b| < a) :
    HasDerivAt (fun s => afmFreq s b) (a / afmFreq a b) a := by
  obtain ⟨hH, hη, hw, -, hN⟩ := afm_witness hab
  have ha : 0 < a := (abs_nonneg b).trans_lt hab
  have hs : 0 < a + afmFreq a b := add_pos ha hw
  have h1 : HasDerivAt (fun s : ℝ => (s : ℂ)) 1 a := by
    simpa using (hasDerivAt_id a).ofReal_comp
  have hd : ∀ i j, HasDerivAt (fun s => afmMatrix s b i j)
      ((!![1, 0; 0, 1] : Matrix (Fin 2) (Fin 2) ℂ) i j) a := by
    intro i j
    fin_cases i <;> fin_cases j
    · exact h1
    · exact hasDerivAt_const a (b : ℂ)
    · exact hasDerivAt_const a (b : ℂ)
    · exact h1
  have hx : Continuous fun s => afmVector s b := by
    have h0 : Continuous fun s : ℝ => ((s + afmFreq s b : ℝ) : ℂ) := by
      unfold afmFreq
      exact Complex.continuous_ofReal.comp (by fun_prop)
    refine continuous_pi fun i => ?_
    fin_cases i
    · exact h0
    · exact continuous_const
  have hN0 : pairing afmMetric (afmVector a b) (afmVector a b) ≠ 0 := by
    rw [hN]
    exact Complex.ofReal_ne_zero.mpr (by positivity)
  have h : HasDerivAt (fun s => (afmFreq s b : ℂ))
      (pairing !![1, 0; 0, 1] (afmVector a b) (afmVector a b)
        / pairing afmMetric (afmVector a b) (afmVector a b)) a :=
    hasDerivAt_frequency (H := fun s => afmMatrix s b) (x := fun s => afmVector s b)
      (w := fun s => afmFreq s b) (t₀ := a) hη hH hd hx.continuousAt
      ((eventually_gt_nhds hab).mono fun s hs => (afm_witness hs).2.2.2.1) hN0
  -- the matrix element `⟨x, H' x⟩` for the unnormalised mode
  have hE : pairing !![1, 0; 0, 1] (afmVector a b) (afmVector a b)
      = ((2 * a * (a + afmFreq a b) : ℝ) : ℂ) := by
    have hq : afmFreq a b ^ 2 = a ^ 2 - b ^ 2 :=
      Real.sq_sqrt (sub_pos.mpr (sq_lt_sq.mpr (hab.trans_le (le_abs_self a)))).le
    have hc : (afmFreq a b : ℂ) ^ 2 = (a : ℂ) ^ 2 - (b : ℂ) ^ 2 := by exact_mod_cast hq
    simp [pairing, afmVector, Matrix.mulVec, dotProduct, Fin.sum_univ_two]
    linear_combination hc
  have hr : 2 * a * (a + afmFreq a b) / (2 * afmFreq a b * (a + afmFreq a b))
      = a / afmFreq a b := by
    rw [div_eq_div_iff (by positivity) hw.ne']
    ring
  rw [hE, hN, ← Complex.ofReal_div, hr] at h
  exact hasDerivAt_re h

end

end MagnonSensitivity
```

```lean
#print axioms MagnonSensitivity.magnon_hellmann_feynman
-- 'MagnonSensitivity.magnon_hellmann_feynman' depends on axioms: [propext, Classical.choice, Quot.sound]
#print axioms MagnonSensitivity.afm_sensitivity
-- 'MagnonSensitivity.afm_sensitivity' depends on axioms: [propext, Classical.choice, Quot.sound]
```

## From the finite difference to the limit in Lean

`pairing_left` moves a Hermitian matrix onto the left vector. `finite_difference` uses it for `H₀` and for `η`; its intermediate facts `a₀` and `a₁` are the two matrix elements computed above, and `ring` finishes the subtraction.

`tendsto_pairing` says that a matrix element converges when the matrix entries and the right vector do. It is proved by passing to the limit in finite sums.

`hasDerivAt_frequency` restates the derivative as a limit of slopes with $t\neq t_0$. Here `hg` is the limit of the overlap and `hF` that of the numerator, and `hF.div hg hN` is the limit of their quotient. The remaining goal is that this quotient equals the slope of $w$ near $t_0$, which follows from `finite_difference` once `hgt` supplies a nonzero overlap.

That theorem treats $w$ as a complex-valued function. `hasDerivAt_re` returns to the real one, and the main theorem obtains the vanishing imaginary part from uniqueness of the derivative.

`afm_witness` checks the antiferromagnetic mode and its norm, with `linear_combination` inserting $w^2=a^2-b^2$. `afm_sensitivity` then applies `hasDerivAt_frequency` to the unnormalised vector. The condition $|b|<s$ persists for $s$ near $a$, which gives modes on a neighbourhood. The differentiability of the square root is not used; the derivative comes out of the theorem.
